# A functional that equals the flat-plane energy of one orbital and is differentiable at a point of the seam has zero gap

The declaration `gap_eq_zero` concerns one orbital with spin occupations n↑ and n↓ between 0 and 1, and arbitrary real energies E0, E1 and E2 for zero, one and two electrons, with E1 the same for either spin. The flat-plane energy is here the function of N = n↑ + n↓ that runs linearly from E0 to E1 for N ≤ 1 and from E1 to E2 for N ≥ 1, whatever the order of the three energies. Suppose a real function F on the plane equals this energy on the whole square of occupations, and is differentiable at one point of the seam N = 1 in that square. Then the gap, E0 + E2 − 2E1, is zero. The attempt applies the derivative of F at the seam point to the four displacement vectors from that point to the corners, not scaled to unit length. Each value is the corner's energy minus E1. Since the derivative is linear and the two diagonals of the square have the same midpoint, the values for the two pairs of opposite corners have equal sums, which gives E0 + E2 = 2E1.

Lean 4 with Mathlib refuses this proof:

```lean
import Mathlib

open Set

namespace GapEqZero

noncomputable section

/-- The square of spin occupations `(n↑, n↓)` of one orbital, each between 0 and 1. -/
def spinSquare : Set (ℝ × ℝ) := Icc (0 : ℝ) 1 ×ˢ Icc (0 : ℝ) 1

/-- The flat-plane energy of one orbital whose energies with zero, one and two electrons
are `E0`, `E1` and `E2`: linear in the electron number on each side of `n↑ + n↓ = 1`. -/
def flatPlane (E0 E1 E2 : ℝ) (n : ℝ × ℝ) : ℝ :=
  if n.1 + n.2 ≤ 1 then E0 + (n.1 + n.2) * (E1 - E0)
  else E1 + (n.1 + n.2 - 1) * (E2 - E1)

/-- The gap of the one-electron site: ionization energy `E0 - E1` minus electron
affinity `E1 - E2`. -/
def gap (E0 E1 E2 : ℝ) : ℝ := E0 + E2 - 2 * E1

/-- The flat plane is a linear function of the electron number plus the gap times
`max(0, n↑ + n↓ - 1)`. -/
theorem flatPlane_eq (E0 E1 E2 : ℝ) (n : ℝ × ℝ) :
    flatPlane E0 E1 E2 n =
      E0 + (n.1 + n.2) * (E1 - E0) + gap E0 E1 E2 * max 0 (n.1 + n.2 - 1) := by
  unfold flatPlane gap
  split_ifs with h
  · rw [max_eq_left (by linarith)]
    ring
  · rw [max_eq_right (by linarith [not_le.mp h])]
    ring

/-- Along every ray that leaves a point of the seam `n↑ + n↓ = 1`, the flat-plane energy
is linear. -/
theorem flatPlane_ray (E0 E1 E2 a : ℝ) (v : ℝ × ℝ) {t : ℝ} (ht : 0 ≤ t) :
    flatPlane E0 E1 E2 ((a, 1 - a) + t • (v - (a, 1 - a))) =
      E1 + t * (flatPlane E0 E1 E2 v - E1) := by
  have hs : ((a, 1 - a) + t • (v - (a, 1 - a))).1 + ((a, 1 - a) + t • (v - (a, 1 - a))).2
      = 1 + t * (v.1 + v.2 - 1) := by
    simp only [Prod.fst_add, Prod.snd_add, Prod.smul_fst, Prod.smul_snd, Prod.fst_sub,
      Prod.snd_sub, smul_eq_mul]
    ring
  have hm : max 0 (t * (v.1 + v.2 - 1)) = t * max 0 (v.1 + v.2 - 1) := by
    rw [mul_max_of_nonneg _ _ ht, mul_zero]
  rw [flatPlane_eq, flatPlane_eq, hs,
    show 1 + t * (v.1 + v.2 - 1) - 1 = t * (v.1 + v.2 - 1) by ring, hm]
  unfold gap
  ring

/-- If a functional is differentiable at `p` and linear with slope `c` on a segment that
starts at `p` in direction `d`, its derivative at `p` in that direction is `c`. -/
theorem slope_along_ray {F : ℝ × ℝ → ℝ} {p d : ℝ × ℝ} {c : ℝ}
    (hF : DifferentiableAt ℝ F p)
    (h : ∀ t ∈ Icc (0 : ℝ) 1, F (p + t • d) = F p + t * c) :
    fderiv ℝ F p d = c := by
  have hline : HasDerivAt (fun t : ℝ => p + t • d) d 0 :=
    (((hasDerivAt_id (0 : ℝ)).smul_const d).const_add p).congr_deriv (one_smul ℝ d)
  have hF' : HasFDerivAt F (fderiv ℝ F p) (p + (0 : ℝ) • d) := by
    rw [zero_smul, add_zero]
    exact hF.hasFDerivAt
  have hcomp : HasDerivAt (fun t : ℝ => F (p + t • d)) (fderiv ℝ F p d) 0 :=
    hF'.comp_hasDerivAt (0 : ℝ) hline
  have h0 : HasDerivAt (fun t : ℝ => F p + t * c) c 0 :=
    (((hasDerivAt_id (0 : ℝ)).mul_const c).const_add (F p)).congr_deriv (one_mul c)
  have hlin : HasDerivWithinAt (fun t : ℝ => F (p + t • d)) c (Icc 0 1) 0 :=
    h0.hasDerivWithinAt.congr h (h 0 (by simp))
  -- a one-sided derivative is unique
  exact UniqueDiffWithinAt.eq_deriv _
    (uniqueDiffOn_Icc (zero_lt_one : (0 : ℝ) < 1) 0 (by simp)) hcomp.hasDerivWithinAt hlin

/-- If a functional equals the flat plane on the spin square and is differentiable at one
point of the seam `n↑ + n↓ = 1` in the square, then the gap is zero. -/
theorem gap_eq_zero {E0 E1 E2 a : ℝ} {F : ℝ × ℝ → ℝ} (ha : a ∈ Icc (0 : ℝ) 1)
    (hF : DifferentiableAt ℝ F (a, 1 - a))
    (hflat : ∀ n ∈ spinSquare, F n = flatPlane E0 E1 E2 n) : gap E0 E1 E2 = 0 := by
  have hmem : (a, 1 - a) ∈ spinSquare :=
    ⟨ha, ⟨by linarith [ha.2], by linarith [ha.1]⟩⟩
  have hconv : Convex ℝ spinSquare := (convex_Icc 0 1).prod (convex_Icc 0 1)
  have hp : F (a, 1 - a) = E1 := by
    rw [hflat _ hmem]
    simp [flatPlane]
  have slope : ∀ v ∈ spinSquare,
      fderiv ℝ F (a, 1 - a) (v - (a, 1 - a)) = flatPlane E0 E1 E2 v - E1 := by
    intro v hv
    apply slope_along_ray hF
    intro t ht
    rw [hp, hflat _ (hconv.add_smul_sub_mem hmem hv ht), flatPlane_ray _ _ _ _ _ ht.1]
  -- the two diagonals of the square have the same midpoint
  have hsum : fderiv ℝ F (a, 1 - a) ((0, 0) - (a, 1 - a))
      + fderiv ℝ F (a, 1 - a) ((1, 1) - (a, 1 - a))
      = fderiv ℝ F (a, 1 - a) ((1, 0) - (a, 1 - a))
      + fderiv ℝ F (a, 1 - a) ((0, 1) - (a, 1 - a)) := by
    rw [← map_add, ← map_add]
    congr 1
    simp only [Prod.mk_sub_mk, Prod.mk_add_mk, Prod.mk.injEq]
    constructor <;> ring
  rw [slope (0, 0) (by norm_num [spinSquare]), slope (1, 1) (by norm_num [spinSquare]),
    slope (1, 0) (by norm_num [spinSquare]), slope (0, 1) (by norm_num [spinSquare])] at hsum
  have e00 : flatPlane E0 E1 E2 (0, 0) = E0 := by norm_num [flatPlane]
  have e11 : flatPlane E0 E1 E2 (1, 1) = E2 := by norm_num [flatPlane]
  have e10 : flatPlane E0 E1 E2 (1, 0) = E1 := by norm_num [flatPlane]
  have e01 : flatPlane E0 E1 E2 (0, 1) = E1 := by norm_num [flatPlane]
  rw [e00, e11, e10, e01] at hsum
  unfold gap
  linarith

end

end GapEqZero
```

The compiler's answer:

```
Main.lean:97:20: error: `ring_nf` made no progress on the goal
```

Fix (accepted with no message):

```diff
@@ -94,6 +94,8 @@
     rw [← map_add, ← map_add]
     congr 1
-    simp only [Prod.mk_sub_mk, Prod.mk_add_mk, Prod.mk.injEq]
-    constructor <;> ring
+    refine Prod.ext ?_ ?_
+    · simp only [Prod.mk_sub_mk, Prod.mk_add_mk]
+      ring
+    · simp only [Prod.mk_sub_mk, Prod.mk_add_mk]
   rw [slope (0, 0) (by norm_num [spinSquare]), slope (1, 1) (by norm_num [spinSquare]),
     slope (1, 0) (by norm_num [spinSquare]), slope (0, 1) (by norm_num [spinSquare])] at hsum
```

Diagnosis. The message says that `ring` could not close a goal and that its fallback, `ring_nf`, found nothing to simplify there. The goal is `True`. After `congr 1`, two pairs must be shown equal, and `simp only` splits this into one equation per component. In the second component both sides are the same expression, `0 - (1 - a) + (1 - (1 - a))`, so `simp only` turns that equation into `True`. It doesn't remove the `True` from the conjunction, because `and_true` is not among its lemmas. `constructor` therefore yields two goals, and `<;>` runs `ring` on both. The first is a true identity, which `ring` proves; the second is no equation at all, and `ring` fails.

The repair uses `Prod.ext` to treat the components separately. In the first, `simp only` computes the sums and `ring` reorders them. In the second, `simp only` makes the two sides identical and closes the goal itself, so no `ring` follows.
